# On a finite open chain with unbroken nearest-neighbour hopping, a stationary state that vanishes on the first site vanishes everywhere

The matrix `T` can be read as the one-particle Hamiltonian of a finite open chain of `N + 1` sites, with `φ` the unnormalised vector of amplitudes, one per site. In every row but the last, the entry just right of the diagonal is nonzero and all entries beyond it are zero; the other entries are arbitrary, and `T` need not be Hermitian. The lemma states that if `T φ = E φ` for some complex `E` and the amplitude on the first site is zero, then `φ = 0`. The proof is a strong induction along the chain, with sites numbered from 0: once the amplitudes up to site `k` are known to vanish, row `k` of the equation reduces to a nonzero matrix entry times the amplitude on site `k + 1`, which must therefore vanish too.

Lean 4 with Mathlib refuses this proof:

```lean
import Mathlib

open Matrix

namespace EqZeroOfChain

noncomputable section

/-- If each row of `T` is zero beyond the entry just right of the diagonal, and that entry is
nonzero wherever it exists, then a solution of `T φ = E φ` with `φ 0 = 0` is zero. -/
theorem eq_zero_of_chain {N : ℕ} {T : Matrix (Fin (N + 1)) (Fin (N + 1)) ℂ} {E : ℂ}
    {φ : Fin (N + 1) → ℂ} (hfar : ∀ i j : Fin (N + 1), (i : ℕ) + 1 < j → T i j = 0)
    (hnext : ∀ i j : Fin (N + 1), (i : ℕ) + 1 = j → T i j ≠ 0)
    (hφ : T *ᵥ φ = E • φ) (h0 : φ 0 = 0) : φ = 0 := by
  have key : ∀ k : ℕ, ∀ i : Fin (N + 1), (i : ℕ) = k → φ i = 0 := by
    intro k
    induction k using Nat.strong_induction_on with
    | _ k ih =>
      intro i hi
      cases k with
      | zero => rwa [show i = 0 from Fin.ext hi]
      | succ k =>
        have hlt := i.isLt
        obtain ⟨r, hr⟩ : ∃ r : Fin (N + 1), (r : ℕ) = k := ⟨⟨k, by omega⟩, rfl⟩
        -- row `k` of the eigenvalue equation contains only the amplitude `k + 1`
        have hsum : (T *ᵥ φ) r = T r i * φ i := by
          refine Finset.sum_eq_single i ?_ (fun h => absurd (Finset.mem_univ i) h)
          intro j _ hj
          have hne : (j : ℕ) ≠ i := fun h => hj (Fin.ext h)
          rcases lt_or_gt_of_ne hne with h | h
          · rw [ih j (by omega) j rfl, mul_zero]
          · rw [hfar r j (by omega), zero_mul]
        have hrow := congrFun hφ r
        rw [hsum, Pi.smul_apply, ih k (by omega) r hr, smul_zero] at hrow
        exact (mul_eq_zero.mp hrow).resolve_left (hnext r i (by omega))
  exact funext fun i => key i i rfl

end

end EqZeroOfChain
```

Lean reports:

```
Main.lean:32:16: error: Tactic `rewrite` failed: Did not find an occurrence of the pattern
  T r j
in the target expression
  (fun j => T r j) j * φ j = 0

case inr
N : ℕ
T : Matrix (Fin (N + 1)) (Fin (N + 1)) ℂ
E : ℂ
φ : Fin (N + 1) → ℂ
hfar : ∀ (i j : Fin (N + 1)), ↑i + 1 < ↑j → T i j = 0
hnext : ∀ (i j : Fin (N + 1)), ↑i + 1 = ↑j → T i j ≠ 0
hφ : T *ᵥ φ = E • φ
h0 : φ 0 = 0
i : Fin (N + 1)
k : ℕ
ih : ∀ m < k + 1, ∀ (i : Fin (N + 1)), ↑i = m → φ i = 0
hi : ↑i = k + 1
hlt : ↑i < N + 1
r : Fin (N + 1)
hr : ↑r = k
j : Fin (N + 1)
a✝ : j ∈ Finset.univ
hj : j ≠ i
hne : ↑j ≠ ↑i
h : ↑i < ↑j
⊢ (fun j => T r j) j * φ j = 0

Note: The target expression is not type-correct under the `implicit` transparency level, which may have triggered the failure. This is usually caused by unfolding of semireducible definitions in prior tactic steps. Use `set_option linter.tacticCheckInstances true` to investigate the source of the issue.
Full error:
  function expected
    T r
```

After these edits no error is left:

```diff
@@ -30,5 +30,6 @@
           rcases lt_or_gt_of_ne hne with h | h
           · rw [ih j (by omega) j rfl, mul_zero]
-          · rw [hfar r j (by omega), zero_mul]
+          · have hT : T r j = 0 := hfar r j (by omega)
+            exact mul_eq_zero_of_left hT _
         have hrow := congrFun hφ r
         rw [hsum, Pi.smul_apply, ih k (by omega) r hr, smul_zero] at hrow
```

Cause. The error is in the step showing that the sites beyond `k + 1` add nothing to row `k`. After `Finset.sum_eq_single` is applied to the matrix-vector product, the goal reads `(fun j => T r j) j * φ j = 0`. The first factor equals `T r j` by definition, but it is written as a function still to be applied. `rw` searches for the pattern as written and does not evaluate that application first; the `T r j` inside the function contains the function's own bound variable, not the `j` of the goal. The branch above escapes this because it rewrites `φ j`, which stands in the goal plainly.

Lean's note describes something else: at the restricted transparency it names, the type `Matrix …` of `T` is not unfolded, so `T` is not recognised as a function in the application `T r`. This is not what stops the rewrite. The goal in the branch above contains the same application, and `rw` succeeds there; the unevaluated function is enough to hide the pattern here.

The repair states `T r j = 0` separately as `hT`, and `mul_eq_zero_of_left` then gives that the product is zero. `exact` accepts this because it compares the result with the goal up to definitional equality, under which `(fun j => T r j) j` and `T r j` are the same.
